# The least repulsion energy of a real Hubbard-dimer singlet with a given one-particle density matrix

Suppose that two electrons share two sites equally, and that their repulsion is estimated from the one-particle density matrix by restricted mean-field theory. Each site is doubly occupied with probability $(1/2)^2$, so a repulsion of strength $U$ costs $U/2$ whatever the bond order. That is right for a full bond. At zero bond order it can be too high by the full $U/2$: the electrons can sit on different sites, at no cost. The least repulsion among real singlets with the given density matrix shows how far too high the estimate can be for such states at each bond order.

## A singlet as a symmetric matrix

Label the sites 0 and 1. A two-electron singlet with real amplitudes is

$$|\Psi\rangle=\sum_{i,j}C_{ij}\,c^\dagger_{i\uparrow}c^\dagger_{j\downarrow}|0\rangle,\qquad C=\begin{pmatrix}x&y\\y&z\end{pmatrix}.$$

Here $x$ and $z$ are the amplitudes for both electrons on site 0 and on site 1, and $y$ is the amplitude for each of the two configurations with one electron per site. Both spins contribute equally to the one-particle density matrix, so the spin-summed matrix is $2CC^{\mathsf T}=2C^2$. We prescribe it as

$$2C^2=\begin{pmatrix}1+d&g\\g&1-d\end{pmatrix},$$

where $d$ measures the imbalance of the occupations and $g$ is the bond order. The trace gives $x^2+2y^2+z^2=1$, so the prescription includes normalisation. The on-site interaction energy is $U(x^2+z^2)$.

## The minimum and its Lean statement

Write $r=d^2+g^2$ and $s=\sqrt{1-r}$. For $U\ge0$ and $0<r\le1$, the least interaction energy is

$$U\left(1-\frac{g^2(1+s)}{2r}\right).$$

For $U\ge0$, $d=0$ and $|g|\le1$, including $g=0$, it is $\frac U2\bigl(1-\sqrt{1-g^2}\bigr)$.

In Lean, `densityMatrix C` is $2CC^{\mathsf T}$, `siteDensity d g` is the prescribed matrix, and `interaction U C` is the repulsion energy. The set `interactionValues U d g` collects the energies of all real symmetric `C` with that density matrix. `IsLeast` says that the stated value belongs to this set and that no member lies below it, so the minimum is attained.

The theorem `exactFunctional_isLeast` gives the general formula and `symmetric_dimer_isLeast` the one for equal occupations. The hypothesis `0 ≤ U` means that the interaction is repulsive or absent. The hypothesis `0 < d ^ 2 + g ^ 2` excludes the point $d=g=0$, where Lean's division by zero would make `exactFunctional` equal to $U$ although the true minimum is $0$.

Two further theorems complete the picture. `representable_iff` says that a real singlet with the prescribed density matrix exists exactly when $d^2+g^2\le1$. `energy_minimum` adds the hopping energy $-2tg$, with hopping amplitude $t$, to the symmetric functional and minimises over $g$.

The word "exact" refers to this search over real pure singlets on two sites. Complex amplitudes, triplets and statistical mixtures are not searched. Within that restriction, the formula gives a reference value against which an approximate density-matrix functional can be tested at each bond order, and not only at the minimum of the total energy.

## A lower bound from two identities

The matrix constraint is three equations:

$$2(x^2+y^2)=1+d,\qquad 2(y^2+z^2)=1-d,\qquad 2y(x+z)=g.$$

Half the difference of the first two gives $d=x^2-z^2=(x-z)(x+z)$. Half their sum gives $x^2+z^2=1-2y^2$. Set $D=(x-z)^2+4y^2$. Then

$$(x+z)^2=2(x^2+z^2)-(x-z)^2=2-4y^2-(x-z)^2=2-D.$$

Squaring and adding the expressions for $d$ and $g$ gives

$$d^2+g^2=(x+z)^2\bigl[(x-z)^2+4y^2\bigr]=D(2-D).$$

Since $g^2=4y^2(x+z)^2$, we also have

$$g^2D=4y^2(x+z)^2D=4y^2(d^2+g^2).$$

The first identity is $(D-1)^2=1-r$. It forces $r\le1$ and gives $D\le1+s$. For $r>0$ the second identity then yields

$$2y^2=\frac{g^2D}{2r}\le\frac{g^2(1+s)}{2r}.$$

Inserting this in $U(x^2+z^2)=U(1-2y^2)$, with $U\ge0$, gives the lower bound.

## Amplitudes that reach the bound

For $0<r\le1$ we have $s<1$. Put $T=\sqrt{1-s}$, $a=d/T$ and $b=g/T$, and choose

$$x=\frac{T+a}2,\qquad y=\frac b2,\qquad z=\frac{T-a}2.$$

Because $r=1-s^2$,

$$a^2+b^2=\frac{r}{1-s}=1+s.$$

The occupations follow from

$$2(x^2+y^2)=\frac{T^2+a^2+b^2}{2}+aT=1+d,$$

and from the same line with the sign of $a$ reversed, which gives $2(y^2+z^2)=1-d$. The bond order is $2y(x+z)=bT=g$. Finally,

$$x^2+z^2=\frac{T^2+a^2}{2}=1-\frac{b^2}{2},\qquad \frac{b^2}{2}=\frac{g^2}{2(1-s)}=\frac{g^2(1+s)}{2r},$$

so the bound is attained.

## Equal occupations and the total energy

For $d=0$ and $g\ne0$, the factor $g^2/r$ is 1 and the minimum becomes $U(1-s)/2$ with $s=\sqrt{1-g^2}$. For $g=0$, take $x=z=0$ and $y=1/\sqrt2$. This state has no double occupancy, and its energy $0$ is least because $U\ge0$. It also supplies the case $d=g=0$ of representability; the amplitudes above supply $0<r\le1$.

With hopping, the energy as a function of $g$ is

$$-2tg+\frac U2(1-s)=\frac U2-\frac{4tg+Us}2.$$

Let $R=\sqrt{U^2+16t^2}$. Since $g^2+s^2=1$,

$$(4tg+Us)^2=R^2-(4ts-Ug)^2\le R^2,$$

so the energy is at least $(U-R)/2$. If $R>0$, the choice $g=4t/R$ has $s=U/R$ and reaches this value. If $R=0$, then $U=t=0$ and every allowed $g$ gives zero. The minimum $(U-\sqrt{U^2+16t^2})/2$ is the familiar ground-state energy of the half-filled dimer with equal site energies, although `energy_minimum` itself concerns only the minimisation over $g$ at $d=0$.

## The Lean file

```lean
import Mathlib

open Matrix

namespace HubbardDimerFunctional

noncomputable section

/-- The spin-summed one-particle density matrix of the two-electron singlet with real
amplitude matrix `C`. -/
def densityMatrix (C : Matrix (Fin 2) (Fin 2) ℝ) : Matrix (Fin 2) (Fin 2) ℝ :=
  (2 : ℝ) • (C * Cᵀ)

/-- The density matrix with site occupations `1 + d` and `1 - d` and bond order `g`. -/
def siteDensity (d g : ℝ) : Matrix (Fin 2) (Fin 2) ℝ := !![1 + d, g; g, 1 - d]

/-- The on-site interaction energy: for normalised `C`, `U` times the probability that both
electrons share a site. -/
def interaction (U : ℝ) (C : Matrix (Fin 2) (Fin 2) ℝ) : ℝ :=
  U * (C 0 0 ^ 2 + C 1 1 ^ 2)

/-- The interaction energies of all real singlets with the prescribed density matrix. -/
def interactionValues (U d g : ℝ) : Set ℝ :=
  {E | ∃ C : Matrix (Fin 2) (Fin 2) ℝ,
    C.IsSymm ∧ densityMatrix C = siteDensity d g ∧ interaction U C = E}

/-- The closed-form density-matrix functional of the dimer, for `d` and `g` not both zero. -/
def exactFunctional (U d g : ℝ) : ℝ :=
  U * (1 - g ^ 2 * (1 + √(1 - d ^ 2 - g ^ 2)) / (2 * (d ^ 2 + g ^ 2)))

/-- The density matrix of a singlet written out in its amplitudes. -/
theorem densityMatrix_singlet (x y z : ℝ) :
    densityMatrix !![x, y; y, z] =
      !![2 * (x ^ 2 + y ^ 2), 2 * y * (x + z); 2 * y * (x + z), 2 * (y ^ 2 + z ^ 2)] := by
  ext i j
  simp only [densityMatrix, Matrix.smul_apply, Matrix.mul_apply, Matrix.transpose_apply,
    Fin.sum_univ_two, smul_eq_mul]
  fin_cases i <;> fin_cases j <;> simp <;> ring

/-- An energy occurs in the constrained search exactly when amplitudes `x, y, z` with the
prescribed occupations and bond order produce it. -/
theorem mem_interactionValues (U d g E : ℝ) :
    E ∈ interactionValues U d g ↔ ∃ x y z : ℝ, 2 * (x ^ 2 + y ^ 2) = 1 + d ∧
      2 * (y ^ 2 + z ^ 2) = 1 - d ∧ 2 * y * (x + z) = g ∧ U * (x ^ 2 + z ^ 2) = E := by
  constructor
  · rintro ⟨C, hC, hD, hE⟩
    have h10 : C 1 0 = C 0 1 := hC.apply 0 1
    have hs : C = !![C 0 0, C 0 1; C 0 1, C 1 1] := by
      ext i j
      fin_cases i <;> fin_cases j <;> simp [h10]
    have h := densityMatrix_singlet (C 0 0) (C 0 1) (C 1 1)
    rw [← hs, hD] at h
    have h00 := congrArg (fun M : Matrix (Fin 2) (Fin 2) ℝ => M 0 0) h
    have h01 := congrArg (fun M : Matrix (Fin 2) (Fin 2) ℝ => M 0 1) h
    have h11 := congrArg (fun M : Matrix (Fin 2) (Fin 2) ℝ => M 1 1) h
    exact ⟨C 0 0, C 0 1, C 1 1, h00.symm, h11.symm, h01.symm, hE⟩
  · rintro ⟨x, y, z, h1, h2, h3, hE⟩
    refine ⟨!![x, y; y, z], ?_, ?_, ?_⟩
    · exact Matrix.IsSymm.ext (fun i j => by fin_cases i <;> fin_cases j <;> rfl)
    · simp only [densityMatrix_singlet, siteDensity, h1, h2, h3]
    · simpa [interaction] using hE

/-- Two identities that tie the amplitudes of a singlet to its occupation difference and
bond order. -/
theorem amplitude_identities {x y z d g : ℝ} (h1 : 2 * (x ^ 2 + y ^ 2) = 1 + d)
    (h2 : 2 * (y ^ 2 + z ^ 2) = 1 - d) (h3 : 2 * y * (x + z) = g) :
    ((x - z) ^ 2 + 4 * y ^ 2) * (2 - ((x - z) ^ 2 + 4 * y ^ 2)) = d ^ 2 + g ^ 2 ∧
      4 * y ^ 2 * (d ^ 2 + g ^ 2) = g ^ 2 * ((x - z) ^ 2 + 4 * y ^ 2) := by
  have hd : d = (x - z) * (x + z) := by linear_combination (h2 - h1) / 2
  have hT : (x + z) ^ 2 = 2 - ((x - z) ^ 2 + 4 * y ^ 2) := by linear_combination h1 + h2
  constructor
  · rw [hd, ← h3]
    linear_combination (-((x - z) ^ 2 + 4 * y ^ 2)) * hT
  · rw [hd, ← h3]
    ring

/-- Amplitudes with the prescribed density matrix whose double occupancy has the closed form
of the functional. -/
theorem optimal_amplitudes {d g s : ℝ} (hr : 0 < d ^ 2 + g ^ 2) (hs0 : 0 ≤ s)
    (hs : s ^ 2 = 1 - d ^ 2 - g ^ 2) :
    ∃ x y z : ℝ, 2 * (x ^ 2 + y ^ 2) = 1 + d ∧ 2 * (y ^ 2 + z ^ 2) = 1 - d ∧
      2 * y * (x + z) = g ∧
      x ^ 2 + z ^ 2 = 1 - g ^ 2 * (1 + s) / (2 * (d ^ 2 + g ^ 2)) := by
  have hs1 : 0 < 1 - s := by nlinarith
  -- T is the trace of the optimal amplitude matrix
  obtain ⟨T, hT, hT2⟩ : ∃ T : ℝ, T ≠ 0 ∧ T ^ 2 = 1 - s :=
    ⟨√(1 - s), (Real.sqrt_pos.2 hs1).ne', Real.sq_sqrt hs1.le⟩
  obtain ⟨a, ha⟩ : ∃ a : ℝ, a * T = d := ⟨d / T, div_mul_cancel₀ d hT⟩
  obtain ⟨b, hb⟩ : ∃ b : ℝ, b * T = g := ⟨g / T, div_mul_cancel₀ g hT⟩
  have hd2 : d ^ 2 = a ^ 2 * (1 - s) := by
    linear_combination (-(a * T + d)) * ha + a ^ 2 * hT2
  have hg2 : g ^ 2 = b ^ 2 * (1 - s) := by
    linear_combination (-(b * T + g)) * hb + b ^ 2 * hT2
  have hab : a ^ 2 + b ^ 2 = 1 + s := by
    apply mul_right_cancel₀ hs1.ne'
    linear_combination hs - hd2 - hg2
  have hval : g ^ 2 * (1 + s) / (2 * (d ^ 2 + g ^ 2)) = b ^ 2 / 2 := by
    rw [div_eq_iff (by linarith : 0 < 2 * (d ^ 2 + g ^ 2)).ne']
    linear_combination (1 + s) * hg2 - b ^ 2 * hs
  refine ⟨(T + a) / 2, b / 2, (T - a) / 2, ?_, ?_, ?_, ?_⟩
  · linear_combination (hT2 + hab) / 2 + ha
  · linear_combination (hT2 + hab) / 2 - ha
  · linear_combination hb
  · rw [hval]
    linear_combination (hT2 + hab) / 2

/-- For `U ≥ 0` and `0 < d² + g² ≤ 1`, the closed-form functional is the least interaction energy
among real singlets with occupations `1 + d`, `1 - d` and bond order `g`. -/
theorem exactFunctional_isLeast {U d g : ℝ} (hU : 0 ≤ U) (hr : 0 < d ^ 2 + g ^ 2)
    (h1 : d ^ 2 + g ^ 2 ≤ 1) :
    IsLeast (interactionValues U d g) (exactFunctional U d g) := by
  constructor
  · obtain ⟨x, y, z, hx, hz, hg, hw⟩ := optimal_amplitudes hr
      (Real.sqrt_nonneg (1 - d ^ 2 - g ^ 2)) (Real.sq_sqrt (by linarith))
    exact (mem_interactionValues _ _ _ _).2
      ⟨x, y, z, hx, hz, hg, by rw [hw, exactFunctional]⟩
  · intro E hE
    obtain ⟨x, y, z, hx, hz, hg, rfl⟩ := (mem_interactionValues _ _ _ _).1 hE
    obtain ⟨hD, hy⟩ := amplitude_identities hx hz hg
    -- the quadratic equation for D bounds it by its larger root
    have hroot : (x - z) ^ 2 + 4 * y ^ 2 - 1 ≤ √(1 - d ^ 2 - g ^ 2) :=
      (le_abs_self _).trans (Real.abs_le_sqrt (by linarith))
    have hbound : 2 * y ^ 2 ≤
        g ^ 2 * (1 + √(1 - d ^ 2 - g ^ 2)) / (2 * (d ^ 2 + g ^ 2)) := by
      rw [le_div_iff₀ (by linarith)]
      have := mul_le_mul_of_nonneg_left hroot (sq_nonneg g)
      linarith
    exact mul_le_mul_of_nonneg_left (by linarith) hU

/-- For `U ≥ 0` and `|g| ≤ 1`, the least interaction energy among real singlets with mean occupation
one on each site and bond order `g` is `(U/2)(1 - √(1 - g²))`. -/
theorem symmetric_dimer_isLeast {U g : ℝ} (hU : 0 ≤ U) (hg : |g| ≤ 1) :
    IsLeast (interactionValues U 0 g) (U / 2 * (1 - √(1 - g ^ 2))) := by
  by_cases h0 : g = 0
  · subst h0
    have hh : √(1 / 2 : ℝ) ^ 2 = 1 / 2 := Real.sq_sqrt (by norm_num)
    have hv : U / 2 * (1 - √(1 - (0 : ℝ) ^ 2)) = 0 := by simp
    rw [hv]
    constructor
    · exact (mem_interactionValues _ _ _ _).2 ⟨0, √(1 / 2), 0,
        by linear_combination 2 * hh, by linear_combination 2 * hh, by ring, by ring⟩
    · rintro E ⟨C, -, -, rfl⟩
      unfold interaction
      positivity
  · have hp : 0 < g ^ 2 := by positivity
    have hq : g ^ 2 ≤ 1 := (sq_le_one_iff_abs_le_one g).2 hg
    have h := exactFunctional_isLeast (d := 0) (g := g) hU (by linarith) (by linarith)
    have e : exactFunctional U 0 g = U / 2 * (1 - √(1 - g ^ 2)) := by
      have e1 : (1 : ℝ) - 0 ^ 2 - g ^ 2 = 1 - g ^ 2 := by ring
      have e2 : (0 : ℝ) ^ 2 + g ^ 2 = g ^ 2 := by ring
      have e3 : g ^ 2 * (1 + √(1 - g ^ 2)) / (2 * g ^ 2) = (1 + √(1 - g ^ 2)) / 2 := by
        rw [mul_comm 2 (g ^ 2), mul_div_mul_left _ _ hp.ne']
      rw [exactFunctional, e1, e2, e3]
      ring
    rwa [e] at h

/-- A density matrix with occupations `1 + d`, `1 - d` and bond order `g` comes from a real
singlet exactly when `d² + g² ≤ 1`. -/
theorem representable_iff (d g : ℝ) :
    (∃ C : Matrix (Fin 2) (Fin 2) ℝ, C.IsSymm ∧ densityMatrix C = siteDensity d g) ↔
      d ^ 2 + g ^ 2 ≤ 1 := by
  constructor
  · rintro ⟨C, hC, hD⟩
    obtain ⟨x, y, z, hx, hz, hg, -⟩ :=
      (mem_interactionValues 0 d g (interaction 0 C)).1 ⟨C, hC, hD, rfl⟩
    have h := (amplitude_identities hx hz hg).1
    linarith [sq_nonneg ((x - z) ^ 2 + 4 * y ^ 2 - 1)]
  · intro h
    by_cases hr : 0 < d ^ 2 + g ^ 2
    · obtain ⟨C, hC, hD, -⟩ := (exactFunctional_isLeast (le_refl (0 : ℝ)) hr h).1
      exact ⟨C, hC, hD⟩
    · have hd : d = 0 := (pow_eq_zero_iff two_ne_zero).1
        (by linarith [sq_nonneg d, sq_nonneg g])
      have hg : g = 0 := (pow_eq_zero_iff two_ne_zero).1
        (by linarith [sq_nonneg d, sq_nonneg g])
      subst hd hg
      obtain ⟨C, hC, hD, -⟩ :=
        (symmetric_dimer_isLeast (g := 0) (le_refl (0 : ℝ)) (by simp)).1
      exact ⟨C, hC, hD⟩

/-- For `U ≥ 0`, minimising the hopping energy `-2tg` plus the symmetric-dimer functional over the
bond order gives `(U - √(U² + 16t²))/2`. -/
theorem energy_minimum {U : ℝ} (t : ℝ) (hU : 0 ≤ U) :
    IsLeast {E : ℝ | ∃ g : ℝ, |g| ≤ 1 ∧ E = -2 * t * g + U / 2 * (1 - √(1 - g ^ 2))}
      ((U - √(U ^ 2 + 16 * t ^ 2)) / 2) := by
  constructor
  · by_cases hp : 0 < U ^ 2 + 16 * t ^ 2
    · have hR2 : √(U ^ 2 + 16 * t ^ 2) ^ 2 = U ^ 2 + 16 * t ^ 2 := Real.sq_sqrt hp.le
      have hR : 0 < √(U ^ 2 + 16 * t ^ 2) := Real.sqrt_pos.2 hp
      generalize √(U ^ 2 + 16 * t ^ 2) = R at hR2 hR ⊢
      have h : 1 - (4 * t / R) ^ 2 = (U / R) ^ 2 := by
        field_simp
        linear_combination hR2
      have e : R = (U ^ 2 + 16 * t ^ 2) / R := by
        rw [eq_div_iff hR.ne']
        linear_combination hR2
      refine ⟨4 * t / R, (sq_le_one_iff_abs_le_one _).1 (by linarith [sq_nonneg (U / R)]), ?_⟩
      rw [h, Real.sqrt_sq (div_nonneg hU hR.le)]
      linear_combination (-1 / 2) * e
    · have hU0 : U = 0 := (pow_eq_zero_iff two_ne_zero).1
        (by linarith [sq_nonneg U, sq_nonneg t])
      have ht0 : t = 0 := (pow_eq_zero_iff two_ne_zero).1
        (by linarith [sq_nonneg U, sq_nonneg t])
      exact ⟨0, by simp, by simp [hU0, ht0]⟩
  · rintro E ⟨g, hg, rfl⟩
    have hq : g ^ 2 ≤ 1 := (sq_le_one_iff_abs_le_one g).2 hg
    have hs : √(1 - g ^ 2) ^ 2 = 1 - g ^ 2 := Real.sq_sqrt (by linarith)
    generalize √(1 - g ^ 2) = s at hs ⊢
    -- Cauchy-Schwarz for the vectors (4t, U) and (g, s)
    have hsq : (4 * t * g + U * s) ^ 2 = U ^ 2 + 16 * t ^ 2 - (4 * t * s - U * g) ^ 2 := by
      linear_combination (U ^ 2 + 16 * t ^ 2) * hs
    have hle : 4 * t * g + U * s ≤ √(U ^ 2 + 16 * t ^ 2) :=
      (le_abs_self _).trans (Real.abs_le_sqrt (by linarith [sq_nonneg (4 * t * s - U * g)]))
    linarith

end

end HubbardDimerFunctional
```

```lean
#print axioms HubbardDimerFunctional.symmetric_dimer_isLeast
#print axioms HubbardDimerFunctional.representable_iff
#print axioms HubbardDimerFunctional.energy_minimum
```

```
'HubbardDimerFunctional.symmetric_dimer_isLeast' depends on axioms: [propext, Classical.choice, Quot.sound]
'HubbardDimerFunctional.representable_iff' depends on axioms: [propext, Classical.choice, Quot.sound]
'HubbardDimerFunctional.energy_minimum' depends on axioms: [propext, Classical.choice, Quot.sound]
```

## How the proof follows the algebra

`densityMatrix_singlet` multiplies out $2CC^{\mathsf T}$ entry by entry. `mem_interactionValues` turns the search over matrices into a search over $x,y,z$. In one direction it uses symmetry to write `C` in terms of three amplitudes and reads off the entries of the matrix equation; in the other it builds the matrix from the amplitudes.

`amplitude_identities` proves the two relations for $D$. Its intermediate facts `hd` and `hT` are $d=(x-z)(x+z)$ and $(x+z)^2=2-D$. The tactic `linear_combination` is given the multiples of known equations to combine, and checks that the remaining difference vanishes by algebra.

`optimal_amplitudes` constructs $T$, $a$ and $b$. The fact `hab` is $a^2+b^2=1+s$, obtained by cancelling the nonzero factor $1-s$, and `hval` identifies the fraction in the functional with $b^2/2$. The four remaining goals are the two occupations, the bond order and the double occupancy.

`exactFunctional_isLeast` joins the two halves. Membership comes from `optimal_amplitudes`. For the lower bound, `Real.abs_le_sqrt` turns $(D-1)^2=1-r$ into `hroot`, the inequality $D-1\le s$. Multiplying it by $g^2$ gives `hbound`, the upper bound on $2y^2$, and multiplying the resulting bound on the double occupancy by $U\ge0$ finishes the argument.

`symmetric_dimer_isLeast` splits on whether $g=0$. In that case it supplies the state with $y=\sqrt{1/2}$, and `positivity` shows that no interaction energy is negative. Otherwise it simplifies the general functional at $d=0$.

`representable_iff` gets necessity from the nonnegative square $(D-1)^2$. For sufficiency it takes the attaining matrices from the two minimum theorems with $U=0$, since only their existence is needed.

`energy_minimum` separates $R>0$ from $R=0$ to show attainment. For the lower bound, `hsq` is the Cauchy–Schwarz identity for the vectors $(4t,U)$ and $(g,s)$, and `hle` is the inequality $4tg+Us\le R$ that follows from it.
